# For nilpotent $C$, exactly one nilpotent cluster operator $T$ satisfies $\exp T = 1 + C$

## Excitation operators as a commutative algebra

Fix a reference determinant $\Phi$ with its occupied and virtual orbitals. Operators that move electrons from occupied to virtual orbitals commute with each other, so together with the identity they generate a commutative algebra $A$. With $N$ electrons, no product of more than $N$ excitations survives. An element without a scalar part is therefore nilpotent: some power of it is zero.

An intermediately normalised state has coefficient 1 on the reference and is written $\Psi = (1+C)\Phi$, where the excitation operator $C$ is nilpotent. The coupled-cluster form of the same state is $\Psi = \exp(T)\Phi$, with a nilpotent cluster operator $T$ and

$$\exp T = \sum_{i\ge 0} \frac{T^i}{i!},$$

a series that terminates.

In Lean, `A` is any commutative ring that is also an algebra over $\mathbb{Q}$. The rational scalars supply the factors $1/i!$, and complex amplitudes are included because a complex algebra is also a rational one. The exponential is Mathlib's `IsNilpotent.exp`. Commutativity and nilpotency are assumed, not derived from fermionic operators, so ansätze that mix excitations with de-excitations are not covered. There is no Hamiltonian and no energy.

```lean
import Mathlib

namespace CoupledClusterExponentialAnsatz

variable {A : Type*} [CommRing A] [Algebra ℚ A]
```

## The exponential to first order

Suppose $T^k = 0$. The series may then be summed over $i < k+2$, since the extra terms vanish. Taking two factors of $T$ out of every term beyond the linear one gives

$$\exp T = 1 + T + T^2 r, \qquad r = \sum_{i<k} \frac{T^i}{(i+2)!}.$$

The proof splits off the first two terms with `Finset.sum_range_succ'`, used twice, and `hS` matches the remaining sum term by term. The later arguments need only the existence of $r$.

```lean
/-- The exponential of a nilpotent cluster operator is `1 + T` up to a remainder that
contains at least two factors of `T`. -/
theorem exp_eq_linear_add_remainder {T : A} (hT : IsNilpotent T) :
    ∃ r : A, IsNilpotent.exp T = 1 + T + T ^ 2 * r := by
  obtain ⟨k, hk⟩ := hT
  have hk2 : T ^ (k + 1 + 1) = 0 := by
    rw [pow_succ, pow_succ, hk, zero_mul, zero_mul]
  refine ⟨∑ i ∈ Finset.range k, ((i + 1 + 1).factorial : ℚ)⁻¹ • T ^ i, ?_⟩
  -- pull two factors of `T` out of every term beyond the linear one
  have hS : ∑ i ∈ Finset.range k, T ^ 2 * (((i + 1 + 1).factorial : ℚ)⁻¹ • T ^ i)
      = ∑ i ∈ Finset.range k, ((i + 1 + 1).factorial : ℚ)⁻¹ • T ^ (i + 1 + 1) := by
    refine Finset.sum_congr rfl fun i _ => ?_
    rw [mul_smul_comm, ← pow_add, add_comm 2 i]
  rw [IsNilpotent.exp_eq_sum hk2, Finset.sum_range_succ', Finset.sum_range_succ',
    Finset.mul_sum, hS]
  simp only [zero_add, Nat.factorial_zero, Nat.factorial_one, Nat.cast_one, inv_one,
    one_smul, pow_zero, pow_one]
  ring
```

## Reversing the sign inverts the exponential

For commuting nilpotent elements $\exp(T+S) = \exp T\,\exp S$, which Mathlib provides as `IsNilpotent.exp_add_of_commute`. Putting $S=-T$ gives $\exp T\,\exp(-T) = \exp 0 = 1$.

```lean
/-- The exponential of a nilpotent cluster operator is inverted by reversing its sign. -/
theorem exp_mul_exp_neg {T : A} (hT : IsNilpotent T) :
    IsNilpotent.exp T * IsNilpotent.exp (-T) = 1 := by
  have h0 : IsNilpotent.exp (0 : A) = 1 := by
    rw [IsNilpotent.exp_eq_sum (pow_one (0 : A))]
    simp
  rw [← IsNilpotent.exp_add_of_commute (Commute.all T (-T)) hT hT.neg, add_neg_cancel, h0]
```

## Two cluster operators with the same exponential are equal

Let $\exp T = \exp S$ and put $D = T - S$, which is nilpotent because $T$ and $S$ commute. Then

$$\exp D = \exp T\,\exp(-S) = \exp S\,\exp(-S) = 1.$$

Comparing this with $\exp D = 1 + D + D^2 r$ leaves

$$D\,(1 + D r) = 0.$$

Since $Dr$ is nilpotent, $1 + Dr$ is invertible, and so $D = 0$.

In the code $D$ is `T + -S`, `hu` is the invertibility and `hz` is the displayed product. The tactic `linear_combination` proves an equation by adding multiples of known ones and checking the remaining polynomial identity.

```lean
/-- Two nilpotent cluster operators with the same exponential are equal. -/
theorem cluster_operator_unique {T S : A} (hT : IsNilpotent T) (hS : IsNilpotent S)
    (h : IsNilpotent.exp T = IsNilpotent.exp S) : T = S := by
  have hD : IsNilpotent (T + -S) := (Commute.all T (-S)).isNilpotent_add hT hS.neg
  have h1 : IsNilpotent.exp (T + -S) = 1 := by
    rw [IsNilpotent.exp_add_of_commute (Commute.all T (-S)) hT hS.neg, h, exp_mul_exp_neg hS]
  obtain ⟨r, hr⟩ := exp_eq_linear_add_remainder hD
  -- the difference times a unit vanishes
  have hu : IsUnit (1 + (T + -S) * r) := by
    apply IsNilpotent.isUnit_one_add
    obtain ⟨k, hk⟩ := hD
    exact ⟨k, by rw [mul_pow, hk, zero_mul]⟩
  have hz : (T + -S) * (1 + (T + -S) * r) = 0 := by
    linear_combination h1 - hr
  have hd : T + -S = 0 := hu.mul_left_eq_zero.mp hz
  linear_combination hd
```

## Building the cluster operator by induction

Existence can be shown without a logarithm series. As a first guess take $T \approx C$ and divide $1+C$ by $\exp C$. With $\exp(-C) = 1 - C + C^2 r$,

$$(1+C)\exp(-C) = 1 + C', \qquad C' = C^2(-1 + r + C r).$$

The error $C'$ is of second order in $C$. If $C^{n+2}=0$, then $C'^{\,n+1}$ contains the factor $C^{2n+2} = C^{n+2}C^{n} = 0$, so $C'$ vanishes at a lower power than the one assumed for $C$. By induction there is a nilpotent $T'$ with $\exp T' = 1 + C'$. Setting $T = T' + C$ gives

$$\exp T = (1+C')\exp C = (1+C)\exp(-C)\exp C = 1 + C.$$

The induction starts at $C = 0$ with $T = 0$.

The symbol `∃!` in the statement means that there is exactly one `T` that is both nilpotent and a solution. The auxiliary claim `key` is made for all `C` at each `n`, because the induction hypothesis is applied to $C'$ and not to $C$. The bound on its power is `hsmall`, and uniqueness comes from the preceding theorem.

```lean
/-- For every nilpotent excitation operator `C` there is exactly one nilpotent cluster
operator `T` with `exp T = 1 + C`. -/
theorem existsUnique_cluster_operator {C : A} (hC : IsNilpotent C) :
    ∃! T : A, IsNilpotent T ∧ IsNilpotent.exp T = 1 + C := by
  have key : ∀ n : ℕ, ∀ C : A, C ^ (n + 1) = 0 →
      ∃ T : A, IsNilpotent T ∧ IsNilpotent.exp T = 1 + C := by
    intro n
    induction n with
    | zero =>
      intro C h
      have hC0 : C = 0 := by simpa using h
      refine ⟨0, IsNilpotent.zero, ?_⟩
      rw [hC0, IsNilpotent.exp_eq_sum (pow_one (0 : A))]
      simp
    | succ n ih =>
      intro C h
      have hN : IsNilpotent C := ⟨_, h⟩
      obtain ⟨r, hr⟩ := exp_eq_linear_add_remainder hN.neg
      -- dividing by `exp C` leaves a remainder of second order in `C`
      have hsmall : (C ^ 2 * (-1 + r + C * r)) ^ (n + 1) = 0 := by
        have hp : (C ^ 2) ^ (n + 1) = 0 := by
          rw [← pow_mul, show 2 * (n + 1) = (n + 1 + 1) + n by omega, pow_add, h, zero_mul]
        rw [mul_pow, hp, zero_mul]
      obtain ⟨T, hT, hexp⟩ := ih _ hsmall
      refine ⟨T + C, (Commute.all T C).isNilpotent_add hT hN, ?_⟩
      rw [IsNilpotent.exp_add_of_commute (Commute.all T C) hT hN, hexp]
      have hinv := exp_mul_exp_neg hN
      linear_combination (1 + C) * hinv - (1 + C) * IsNilpotent.exp C * hr
  obtain ⟨k, hk⟩ := hC
  obtain ⟨T, hT, hexp⟩ := key k C (by rw [pow_succ, hk, zero_mul])
  exact ⟨T, ⟨hT, hexp⟩, fun S hS => cluster_operator_unique hS.1 hT (hS.2.trans hexp.symm)⟩
```

## Every cluster operator comes from a nilpotent $C$

Conversely, for nilpotent $T$ the expansion factorises as

$$\exp T - 1 = T(1 + T r),$$

so $T^k=0$ implies $(\exp T - 1)^k = 0$. Nilpotent $C$ and nilpotent $T$ are thus in one-to-one correspondence. For a single reference, finitely many electrons and no truncation of $C$ or $T$, the intermediately normalised linear expansion of full configuration interaction and the exponential expansion of full coupled cluster describe the same states. Full configuration interaction also contains states orthogonal to the reference; these have no such exponential form, because $\exp(T)\Phi$ always has coefficient 1 on $\Phi$.

```lean
/-- Conversely, for every nilpotent cluster operator `T` the excitation operator
`exp T - 1` is nilpotent. -/
theorem excitation_operator_nilpotent {T : A} (hT : IsNilpotent T) :
    IsNilpotent (IsNilpotent.exp T - 1) := by
  obtain ⟨r, hr⟩ := exp_eq_linear_add_remainder hT
  obtain ⟨k, hk⟩ := hT
  have hfac : IsNilpotent.exp T - 1 = T * (1 + T * r) := by
    linear_combination hr
  exact ⟨k, by rw [hfac, mul_pow, hk, zero_mul]⟩
```

## From operators to states

A state is a vector, so one more condition is needed: distinct operators in $A$ must give distinct vectors when applied to $\Phi$. For a reference determinant this holds, because different excitations lead to different determinants. In Lean the states form a module `M` over `A`, and the condition is the hypothesis `hΦ`. It turns $\exp(T)\Phi = (1+C)\Phi$ into $\exp T = 1+C$, which has exactly one nilpotent solution.

Without this condition uniqueness can fail. Let $A$ consist of the elements $x + y\varepsilon$ with rational $x, y$ and $\varepsilon^2=0$, acting on itself, and choose $\Phi = \varepsilon$. The only electron is then already excited, and $\varepsilon\Phi = 0$. For every rational $t$,

$$\exp(t\varepsilon)\,\Phi = (1+t\varepsilon)\,\varepsilon = \varepsilon = \Phi,$$

so infinitely many cluster operators describe the state with $C=0$.

```lean
/-- If distinct excitation operators produce distinct vectors from the reference `Φ`, then
for nilpotent `C` the state `(1 + C) Φ` equals `exp(T) Φ` for exactly one nilpotent `T`. -/
theorem existsUnique_cluster_state {M : Type*} [AddCommGroup M] [Module A M] (Φ : M)
    (hΦ : Function.Injective fun a : A => a • Φ) {C : A} (hC : IsNilpotent C) :
    ∃! T : A, IsNilpotent T ∧ IsNilpotent.exp T • Φ = (1 + C) • Φ := by
  obtain ⟨T, ⟨hT, hexp⟩, huniq⟩ := existsUnique_cluster_operator hC
  exact ⟨T, ⟨hT, by rw [hexp]⟩, fun S hS => huniq S ⟨hS.1, hΦ hS.2⟩⟩
```

## Cluster operators of fragments add

Let subscripts 1 and 2 label two fragments with $\exp T_1 = 1 + C_1$ and $\exp T_2 = 1 + C_2$. The wave operator is the operator that turns the reference into the state; for the whole system it is $\exp T = 1 + C$. If it is the product $(1+C_1)(1+C_2)$, then

$$\exp T = \exp T_1\,\exp T_2 = \exp(T_1+T_2),$$

and uniqueness gives $T = T_1 + T_2$. The excitation operator, by contrast, acquires the product term: $C = C_1 + C_2 + C_1C_2$. This additivity underlies the size consistency of coupled-cluster theory, but the theorem concerns operators only and takes the factorisation of the wave operator as a hypothesis.

```lean
/-- If the wave operator is the product of those of two fragments, its nilpotent cluster
operator is the sum of the nilpotent cluster operators of the fragments. -/
theorem cluster_operator_additive {T T₁ T₂ C₁ C₂ : A} (hT : IsNilpotent T)
    (hT₁ : IsNilpotent T₁) (hT₂ : IsNilpotent T₂)
    (h₁ : IsNilpotent.exp T₁ = 1 + C₁) (h₂ : IsNilpotent.exp T₂ = 1 + C₂)
    (h : IsNilpotent.exp T = (1 + C₁) * (1 + C₂)) : T = T₁ + T₂ := by
  refine cluster_operator_unique hT ((Commute.all T₁ T₂).isNilpotent_add hT₁ hT₂) ?_
  rw [IsNilpotent.exp_add_of_commute (Commute.all T₁ T₂) hT₁ hT₂, h₁, h₂, h]
```

## Singles and doubles for two electrons

From here on the subscripts denote excitation rank: $C_1$ contains single and $C_2$ double excitations. With two electrons all products of total rank three or more vanish, so

$$C_1^3 = 0,\qquad C_1C_2 = 0,\qquad C_2^2 = 0.$$

Only these relations enter the Lean statement; rank itself is not encoded. Put $q = C_1^2/2$ and try $T = C_1 + (C_2 - q)$. The products $qC_1$, $qC_2$ and $q^2$ vanish, hence $T^2 = C_1^2$ and $T^3 = 0$. The series stops at second order:

$$\exp T = 1 + C_1 + C_2 - q + \tfrac12 C_1^2 = 1 + C_1 + C_2.$$

By uniqueness no other nilpotent $T$ has this exponential. The connected doubles are therefore $C_2 - C_1^2/2$, the double excitations minus the part that two independent singles already produce.

In the proof `hsq` and `hcube` are the square and the cube of the trial operator, and `hval` is its exponential. For more than two electrons, setting $C_3$ and higher terms to zero does not give these relations, since a product such as $C_1C_2$ need not vanish.

```lean
/-- Let `C₁` and `C₂` be single and double excitation operators whose products of total
rank three and higher vanish. Then a nilpotent `T` satisfies `exp T = 1 + C₁ + C₂` exactly
when `T = C₁ + (C₂ - C₁² / 2)`. -/
theorem singles_doubles_cluster {C₁ C₂ T : A} (h111 : C₁ ^ 3 = 0) (h12 : C₁ * C₂ = 0)
    (h22 : C₂ ^ 2 = 0) (hT : IsNilpotent T) :
    IsNilpotent.exp T = 1 + C₁ + C₂ ↔ T = C₁ + (C₂ - (1 / 2 : ℚ) • C₁ ^ 2) := by
  have hexp : ∀ S : A, S ^ 3 = 0 → IsNilpotent.exp S = 1 + S + (1 / 2 : ℚ) • S ^ 2 := by
    intro S hS
    rw [IsNilpotent.exp_eq_sum hS]
    norm_num [Finset.sum_range_succ, Nat.factorial]
  obtain ⟨q, hq⟩ : ∃ q : A, q = (1 / 2 : ℚ) • C₁ ^ 2 := ⟨_, rfl⟩
  -- products of `q = C₁² / 2` with `C₁`, with `C₂` and with itself vanish
  have hq1 : q * C₁ = 0 := by
    rw [hq, smul_mul_assoc, ← pow_succ, h111, smul_zero]
  have hq2 : q * C₂ = 0 := by
    rw [hq, smul_mul_assoc, pow_two, mul_assoc, h12, mul_zero, smul_zero]
  have hqq : q * q = 0 := by
    have h0 : C₁ ^ 2 * q = 0 := by linear_combination C₁ * hq1
    calc q * q = ((1 / 2 : ℚ) • C₁ ^ 2) * q := by rw [← hq]
      _ = 0 := by rw [smul_mul_assoc, h0, smul_zero]
  have hsq : (C₁ + (C₂ - q)) ^ 2 = C₁ ^ 2 := by
    linear_combination h22 + hqq + 2 * h12 - 2 * hq1 - 2 * hq2
  have hcube : (C₁ + (C₂ - q)) ^ 3 = 0 := by
    rw [pow_succ, hsq]
    linear_combination h111 + C₁ * h12 - C₁ * hq1
  have hval : IsNilpotent.exp (C₁ + (C₂ - q)) = 1 + C₁ + C₂ := by
    rw [hexp _ hcube, hsq, ← hq]
    ring
  rw [← hq]
  constructor
  · intro h
    exact cluster_operator_unique hT ⟨3, hcube⟩ (h.trans hval.symm)
  · intro h
    rw [h, hval]
```

## A two-electron model with four determinants

Take two electrons of opposite spin in two spatial orbitals, as in minimal-basis HeH⁺. Each electron has one excitation, $a$ for the first and $b$ for the second, with $a^2 = b^2 = 0$. The algebra is spanned by $1, a, b, ab$. In Lean it is obtained by applying the dual-number construction twice.

```lean
/-- The algebra generated by one excitation for each of two electrons, each of which
squares to zero. -/
abbrev TwoElectron := DualNumber (DualNumber ℚ)
```

The first excitation $a$ is the $\varepsilon$ of the inner dual numbers, embedded in the outer ones.

```lean
/-- The excitation of the first electron. -/
def exciteFirst : TwoElectron := TrivSqZeroExt.inl DualNumber.eps
```

The second excitation $b$ is the outer $\varepsilon$.

```lean
/-- The excitation of the second electron. -/
def exciteSecond : TwoElectron := DualNumber.eps
```

For a numerical instance, with amplitudes chosen for easy arithmetic and not computed for a molecule, let

$$C = \tfrac15(a+b) - \tfrac1{10}ab .$$

Here $C_1 = \tfrac15(a+b)$, so $C_1^2 = \tfrac{2}{25}ab$, and the formula for singles and doubles gives

$$T = \tfrac15(a+b) - \left(\tfrac1{10} + \tfrac1{25}\right)ab = \tfrac15(a+b) - \tfrac{7}{50}ab .$$

The inductive construction leads to the same operator. Since $C^2 = \tfrac{2}{25}ab$ and $C^3=0$,

$$(1+C)\exp(-C) = 1 - \tfrac12C^2 = 1 - \tfrac1{25}ab,$$

so $T' = -\tfrac1{25}ab$ and $T = C + T'$. As a check, $\tfrac12T^2 = \tfrac1{25}ab$, which restores the coefficient $-\tfrac1{10}$ of $ab$ in $\exp T$. For orthonormal determinants the state has squared norm $1 + \tfrac1{25} + \tfrac1{25} + \tfrac1{100} = 1.09$. After normalisation its coefficients on $1, a, b, ab$ are about $0.958$, $0.192$, $0.192$ and $-0.096$.

The last theorem takes $C_1 = a+b$ and $C_2 = ab$ and confirms that the three relations hold while $C_1^2 = 2ab \neq 0$, so the correction to the doubles is not trivially zero. It also confirms the condition on the reference, with the algebra acting on itself and $\Phi = 1$. The relations follow from $a^2 = b^2 = 0$ (`ha` and `hb`), and the nonzero square is detected by reading off the coefficient of $ab$ with `z.snd.snd`.

```lean
/-- In the two-electron algebra the sum `C₁` and the product `C₂` of the two excitations
satisfy the truncation relations with `C₁² ≠ 0`, and distinct operators acting on the
reference `1` give distinct vectors. -/
theorem singles_doubles_witness :
    (exciteFirst + exciteSecond) ^ 3 = 0 ∧
    (exciteFirst + exciteSecond) * (exciteFirst * exciteSecond) = 0 ∧
    (exciteFirst * exciteSecond) ^ 2 = 0 ∧
    (exciteFirst + exciteSecond) ^ 2 ≠ 0 ∧
    Function.Injective (fun a : TwoElectron => a • (1 : TwoElectron)) := by
  have ha : exciteFirst * exciteFirst = 0 := by
    rw [exciteFirst, ← TrivSqZeroExt.inl_mul, DualNumber.eps_mul_eps, TrivSqZeroExt.inl_zero]
  have hb : exciteSecond * exciteSecond = 0 := DualNumber.eps_mul_eps
  refine ⟨?_, ?_, ?_, ?_, ?_⟩
  · linear_combination (exciteFirst + 3 * exciteSecond) * ha
      + (exciteSecond + 3 * exciteFirst) * hb
  · linear_combination exciteSecond * ha + exciteFirst * hb
  · linear_combination exciteSecond ^ 2 * ha
  · intro h
    -- read off the coefficient of the double excitation
    have h2 := congrArg (fun z : TwoElectron => z.snd.snd) h
    norm_num [exciteFirst, exciteSecond, pow_two] at h2
  · intro x y h
    simpa only [smul_eq_mul, mul_one] using h

end CoupledClusterExponentialAnsatz
```

```lean
#print axioms CoupledClusterExponentialAnsatz.existsUnique_cluster_operator
#print axioms CoupledClusterExponentialAnsatz.existsUnique_cluster_state
#print axioms CoupledClusterExponentialAnsatz.cluster_operator_additive
#print axioms CoupledClusterExponentialAnsatz.singles_doubles_cluster
```

```
'CoupledClusterExponentialAnsatz.existsUnique_cluster_operator' depends on axioms: [propext, Classical.choice, Quot.sound]
'CoupledClusterExponentialAnsatz.existsUnique_cluster_state' depends on axioms: [propext, Classical.choice, Quot.sound]
'CoupledClusterExponentialAnsatz.cluster_operator_additive' depends on axioms: [propext, Classical.choice, Quot.sound]
'CoupledClusterExponentialAnsatz.singles_doubles_cluster' depends on axioms: [propext, Classical.choice, Quot.sound]
```
